# Lattice points in a Fermi ball: volume bounds and the plane-wave count per volume

Length has to be fixed first. A vector is a function `Fin d → ℝ`, and Mathlib's built-in norm on that type is the largest absolute value of a component, and its balls are cubes. A Fermi sphere needs the Euclidean length, so it is defined explicitly as $|x|=\sqrt{\sum_i x_i^2}$.

Let $N(R)$ be the number of integer vectors $n\in\mathbb Z^d$ with $|n|\le R$, and $V$ the volume of the unit ball. For $R\ge\sqrt d/2$,
$$V\left(R-\tfrac{\sqrt d}{2}\right)^d\le N(R)\le V\left(R+\tfrac{\sqrt d}{2}\right)^d ,$$
and therefore $N(R)/R^d\to V$. When non-interacting electrons in a cubic periodic box fill every plane wave up to the Fermi wavevector $k$, this limit gives their density as the box grows: $k^3/(6\pi^2)$ per spin in three dimensions.

In Lean 4 with Mathlib:

```lean
import Mathlib

open MeasureTheory Filter Topology
open scoped Pointwise Real

namespace FermiSphereCount

noncomputable section
```

## Lengths, cells and counts

The length is `len`.

```lean
/-- The Euclidean length of a vector in `d` dimensions. -/
def len {d : ℕ} (x : Fin d → ℝ) : ℝ := √(∑ i, x i ^ 2)
```

The Fermi ball of radius $r$ is closed, so states exactly on the Fermi surface are counted.

```lean
/-- The closed Fermi ball of radius `r` in `d` dimensions. -/
def fermiBall (d : ℕ) (r : ℝ) : Set (Fin d → ℝ) := {x | len x ≤ r}
```

$V$ is the Lebesgue volume of the unit ball, converted to a real number. It has no closed formula at this stage.

```lean
/-- The volume of the unit ball in `d` dimensions. -/
def unitBallVolume (d : ℕ) : ℝ := (volume (fermiBall d 1)).toReal
```

Quantum numbers are integers, and `latticeVec` places them in real space.

```lean
/-- A vector of integer quantum numbers, seen as a point of real space. -/
def latticeVec {d : ℕ} (n : Fin d → ℤ) : Fin d → ℝ := fun i => (n i : ℝ)
```

$N(R)$ is the cardinality of a set of integer vectors. `Set.ncard` returns 0 for an infinite set, so finiteness is proved below.

```lean
/-- The number of integer vectors of length at most `R`. -/
def latticeCount (d : ℕ) (R : ℝ) : ℕ :=
  Set.ncard {n : Fin d → ℤ | len (latticeVec n) ≤ R}
```

Each lattice point $n$ owns the cell $\prod_i[n_i-\tfrac12,\,n_i+\tfrac12)$. Half-open intervals keep neighbouring cells from sharing a face.

```lean
/-- The half-open unit cell centred at a lattice point. -/
def cell {d : ℕ} (n : Fin d → ℤ) : Set (Fin d → ℝ) :=
  Set.pi Set.univ fun i => Set.Ico ((n i : ℝ) - 1 / 2) ((n i : ℝ) + 1 / 2)
```

In a periodic box of side $L$, the plane waves have wavevectors $2\pi n/L$. The count below includes each wavevector once, without a spin factor.

```lean
/-- The number of plane waves in a periodic box of side `L` whose wavevector `2πn/L`
has length at most `k`. -/
def planeWaveCount (d : ℕ) (L k : ℝ) : ℕ :=
  Set.ncard {n : Fin d → ℤ | len ((2 * π / L) • latticeVec n) ≤ k}
```

## Three properties of the length

Since $x_i^2\le\sum_j x_j^2$, taking roots gives $|x_i|\le|x|$.

```lean
/-- No component of a vector exceeds its length. -/
theorem abs_le_len {d : ℕ} (x : Fin d → ℝ) (i : Fin d) : |x i| ≤ len x :=
  Real.abs_le_sqrt (Finset.single_le_sum (f := fun j => x j ^ 2)
    (fun j _ => sq_nonneg (x j)) (Finset.mem_univ i))
```

The triangle inequality $|x+y|\le|x|+|y|$ is taken from Mathlib's `EuclideanSpace`, after `len` has been identified with its norm.

```lean
/-- The triangle inequality for the Euclidean length. -/
theorem len_add_le {d : ℕ} (x y : Fin d → ℝ) : len (x + y) ≤ len x + len y := by
  have key : ∀ z : Fin d → ℝ, len z = ‖(WithLp.toLp 2 z : EuclideanSpace ℝ (Fin d))‖ :=
    fun z => by simp [len, EuclideanSpace.norm_eq]
  rw [key (x + y), key x, key y, WithLp.toLp_add]
  exact norm_add_le _ _
```

For $r\ge0$, $\sum_i(rx_i)^2=r^2\sum_i x_i^2$, hence $|rx|=r|x|$.

```lean
/-- Stretching a vector by a factor `r ≥ 0` multiplies its length by `r`. -/
theorem len_smul {d : ℕ} {r : ℝ} (hr : 0 ≤ r) (x : Fin d → ℝ) :
    len (r • x) = r * len x := by
  have h : ∑ i, (r • x) i ^ 2 = r ^ 2 * ∑ i, x i ^ 2 := by
    simp only [Pi.smul_apply, smul_eq_mul, mul_pow, Finset.mul_sum]
  unfold len
  rw [h, Real.sqrt_mul (sq_nonneg r), Real.sqrt_sq hr]
```

## The volume of a ball of radius $r$

By scaling, the ball of radius $r$ is the unit ball stretched by $r$. Stretching multiplies $d$-dimensional volume by $r^d$, so the volume is $Vr^d$. The proof first checks that $V$ is finite, because the unit ball sits in the cube $[-1,1]^d$. It then proves the equality of sets, treating $r=0$ separately, and applies the scaling law `Measure.addHaar_smul`.

```lean
/-- The Fermi ball of radius `r` has volume `V r ^ d`, with `V` the unit-ball volume. -/
theorem volume_fermiBall (d : ℕ) {r : ℝ} (hr : 0 ≤ r) :
    volume (fermiBall d r) = ENNReal.ofReal (unitBallVolume d * r ^ d) := by
  -- the unit ball sits in a cube, so its volume is finite
  have hfin : volume (fermiBall d 1) ≠ ⊤ := by
    have hsub : fermiBall d 1 ⊆ Set.Icc (fun _ => (-1 : ℝ)) (fun _ => (1 : ℝ)) := fun x hx =>
      ⟨fun i => (abs_le.1 ((abs_le_len x i).trans hx)).1,
        fun i => (abs_le.1 ((abs_le_len x i).trans hx)).2⟩
    exact ((measure_mono hsub).trans_lt isCompact_Icc.measure_lt_top).ne
  -- the ball of radius `r` is the stretched unit ball
  have hset : fermiBall d r = r • fermiBall d 1 := by
    ext x
    rw [Set.mem_smul_set]
    constructor
    · intro hx
      have hx' : len x ≤ r := hx
      refine ⟨r⁻¹ • x, ?_, ?_⟩
      · show len (r⁻¹ • x) ≤ 1
        rw [len_smul (inv_nonneg.2 hr)]
        exact (mul_le_mul_of_nonneg_left hx' (inv_nonneg.2 hr)).trans inv_mul_le_one
      · by_cases h0 : r = 0
        · funext i
          have hi : |x i| ≤ 0 := (abs_le_len x i).trans (hx'.trans h0.le)
          have hz : x i = 0 := abs_eq_zero.1 (le_antisymm hi (abs_nonneg _))
          simp [hz]
        · exact smul_inv_smul₀ h0 x
    · rintro ⟨y, hy, rfl⟩
      have hy' : len y ≤ 1 := hy
      show len (r • y) ≤ r
      rw [len_smul hr]
      exact mul_le_of_le_one_right hr hy'
  rw [hset, Measure.addHaar_smul, Module.finrank_fin_fun, abs_of_nonneg (pow_nonneg hr d),
    unitBallVolume, ENNReal.ofReal_mul ENNReal.toReal_nonneg, ENNReal.ofReal_toReal hfin,
    mul_comm (ENNReal.ofReal (r ^ d))]
```

## Counting points by volume

If $|n|\le R$, every component satisfies $-R\le n_i\le R$, which leaves finitely many integers for each $i$.

```lean
/-- Only finitely many integer vectors have length at most `R`. -/
theorem finite_states (d : ℕ) (R : ℝ) :
    {n : Fin d → ℤ | len (latticeVec n) ≤ R}.Finite := by
  refine (Set.finite_Icc (fun _ => -⌊R⌋) (fun _ => ⌊R⌋)).subset fun n hn => ?_
  have h : ∀ i, -R ≤ (n i : ℝ) ∧ (n i : ℝ) ≤ R := fun i =>
    abs_le.1 ((abs_le_len (latticeVec n) i).trans hn)
  refine ⟨fun i => ?_, fun i => Int.le_floor.2 (h i).2⟩
  have h1 : -n i ≤ ⌊R⌋ := Int.le_floor.2 (by push_cast; linarith [(h i).1])
  show -⌊R⌋ ≤ n i
  linarith
```

Each cell has volume $1^d=1$. Suppose $x$ lies in the cells of both $m$ and $n$. Then $m_i-\tfrac12\le x_i<n_i+\tfrac12$, so $m_i<n_i+1$, and likewise $n_i<m_i+1$. For integers this forces $m_i=n_i$ for all $i$. Distinct cells are therefore disjoint, and a finite union of them has volume equal to the number of points.

```lean
/-- The unit cells around finitely many lattice points fill a volume equal to the number
of points. -/
theorem volume_cells {d : ℕ} (s : Finset (Fin d → ℤ)) :
    volume (⋃ n ∈ s, cell n) = (s.card : ENNReal) := by
  have hone : ∀ n : Fin d → ℤ, volume (cell n) = 1 := fun n => by
    have h : ∀ i, volume (Set.Ico ((n i : ℝ) - 1 / 2) ((n i : ℝ) + 1 / 2)) = 1 := fun i => by
      rw [Real.volume_Ico, show (n i : ℝ) + 1 / 2 - ((n i : ℝ) - 1 / 2) = 1 by ring,
        ENNReal.ofReal_one]
    rw [cell, volume_pi_pi]
    simp only [h, Finset.prod_const_one]
  rw [measure_biUnion_finset]
  · simp only [hone, Finset.sum_const, nsmul_eq_mul, mul_one]
  · -- two cells with a common point have the same centre
    intro m _ n _ hmn
    show Disjoint (cell m) (cell n)
    refine Set.disjoint_left.2 fun x hx hy => hmn (funext fun i => ?_)
    have h1 := hx i (Set.mem_univ i)
    have h2 := hy i (Set.mem_univ i)
    have h3 : (m i : ℝ) < n i + 1 := by linarith [h1.1, h2.2]
    have h4 : (n i : ℝ) < m i + 1 := by linarith [h2.1, h1.2]
    have h5 : m i < n i + 1 := by exact_mod_cast h3
    have h6 : n i < m i + 1 := by exact_mod_cast h4
    omega
  · exact fun n _ => MeasurableSet.univ_pi fun i => measurableSet_Ico
```

## The two bounds

If every $|y_i|\le\tfrac12$, then $|y|^2\le d/4$, so $|y|\le\sqrt d/2$: no point of a cell is further than this from the centre. This is `half` in the proof. Call a cell occupied if its centre satisfies $|n|\le R$.

*Lower bound.* Take $|x|\le R-\sqrt d/2$ and round each coordinate, $n_i=\lfloor x_i+\tfrac12\rfloor$. Then $x$ lies in the cell of $n$, and
$$|n|\le|n-x|+|x|\le\tfrac{\sqrt d}{2}+R-\tfrac{\sqrt d}{2}=R .$$
The occupied cells cover the smaller ball, so their total volume $N(R)$ is at least $V(R-\sqrt d/2)^d$.

*Upper bound.* If $x$ lies in an occupied cell with centre $n$, then $|x|\le|x-n|+|n|\le R+\sqrt d/2$. The occupied cells lie in the larger ball, so $N(R)\le V(R+\sqrt d/2)^d$.

In the code, each inclusion is an `hsub`, and `measure_mono` turns it into an inequality of volumes.

```lean
/-- For `R ≥ √d/2`, the number of integer vectors of length at most `R` lies between the
volumes of the balls of radius `R - √d/2` and `R + √d/2`. -/
theorem latticeCount_bounds (d : ℕ) {R : ℝ} (hR : √(d : ℝ) / 2 ≤ R) :
    unitBallVolume d * (R - √(d : ℝ) / 2) ^ d ≤ latticeCount d R ∧
      (latticeCount d R : ℝ) ≤ unitBallVolume d * (R + √(d : ℝ) / 2) ^ d := by
  have hc : 0 ≤ √(d : ℝ) / 2 := by positivity
  have hV : 0 ≤ unitBallVolume d := ENNReal.toReal_nonneg
  have hm : 0 ≤ R - √(d : ℝ) / 2 := sub_nonneg.2 hR
  have hp : 0 ≤ R + √(d : ℝ) / 2 := by linarith
  -- a vector with components of size at most `1/2` has length at most `√d/2`
  have half : ∀ y : Fin d → ℝ, (∀ i, |y i| ≤ 1 / 2) → len y ≤ √(d : ℝ) / 2 := by
    intro y hy
    unfold len
    refine Real.sqrt_le_iff.2 ⟨hc, ?_⟩
    calc ∑ i, y i ^ 2 ≤ ∑ _i : Fin d, (1 / 4 : ℝ) := Finset.sum_le_sum fun i _ => by
          have h := abs_le.1 (hy i)
          nlinarith [h.1, h.2]
      _ = (√(d : ℝ) / 2) ^ 2 := by
          rw [div_pow, Real.sq_sqrt (Nat.cast_nonneg d)]
          simp only [Finset.sum_const, Finset.card_univ, Fintype.card_fin, nsmul_eq_mul]
          ring
  have hfin := finite_states d R
  rw [latticeCount, Set.ncard_eq_toFinset_card _ hfin]
  constructor
  · -- the occupied cells cover the smaller ball: round each coordinate
    have hsub : fermiBall d (R - √(d : ℝ) / 2) ⊆ ⋃ n ∈ hfin.toFinset, cell n := by
      intro x hx
      have hx' : len x ≤ R - √(d : ℝ) / 2 := hx
      let n : Fin d → ℤ := fun i => ⌊x i + 1 / 2⌋
      have h1 : ∀ i, (n i : ℝ) ≤ x i + 1 / 2 := fun i => Int.floor_le _
      have h2 : ∀ i, x i + 1 / 2 < (n i : ℝ) + 1 := fun i => Int.lt_floor_add_one _
      have h3 : len (latticeVec n - x) ≤ √(d : ℝ) / 2 := half _ fun i => by
        show |(n i : ℝ) - x i| ≤ 1 / 2
        exact abs_le.2 ⟨by linarith [h2 i], by linarith [h1 i]⟩
      have h4 := len_add_le (latticeVec n - x) x
      rw [sub_add_cancel] at h4
      have h5 : len (latticeVec n) ≤ R := by linarith
      exact Set.mem_biUnion (hfin.mem_toFinset.2 h5)
        (fun i _ => ⟨by linarith [h1 i], by linarith [h2 i]⟩)
    have h := measure_mono (μ := volume) hsub
    rw [volume_cells, volume_fermiBall d hm] at h
    have h' := ENNReal.toReal_mono (ENNReal.natCast_ne_top _) h
    rwa [ENNReal.toReal_natCast, ENNReal.toReal_ofReal (mul_nonneg hV (pow_nonneg hm d))] at h'
  · -- the occupied cells lie in the larger ball
    have hsub : (⋃ n ∈ hfin.toFinset, cell n) ⊆ fermiBall d (R + √(d : ℝ) / 2) := by
      intro x hx
      simp only [Set.mem_iUnion] at hx
      obtain ⟨n, hn, hx⟩ := hx
      have hn' : len (latticeVec n) ≤ R := hfin.mem_toFinset.1 hn
      have h3 : len (x - latticeVec n) ≤ √(d : ℝ) / 2 := half _ fun i => by
        have h := hx i (Set.mem_univ i)
        show |x i - (n i : ℝ)| ≤ 1 / 2
        exact abs_le.2 ⟨by linarith [h.1], by linarith [h.2]⟩
      have h4 := len_add_le (x - latticeVec n) (latticeVec n)
      rw [sub_add_cancel] at h4
      show len x ≤ _
      linarith
    have h := measure_mono (μ := volume) hsub
    rw [volume_cells, volume_fermiBall d hp] at h
    have h' := ENNReal.toReal_mono ENNReal.ofReal_ne_top h
    rwa [ENNReal.toReal_natCast, ENNReal.toReal_ofReal (mul_nonneg hV (pow_nonneg hp d))] at h'
```

For $d=3$ and $R=2$, the points with $|n|^2=0,1,2,3,4$ number $1,6,12,8,6$, so $N(2)=33$. With $V=4\pi/3$ the bounds are about $6.1$ and $98.6$. They are wide at this size, although $33/2^3=4.125$ is already near $V\approx4.189$.

The condition $R\ge\sqrt d/2$ matters for the lower bound. At $d=2$, $R=0$ only the origin is counted, so $N(0)=1$, but the formula would give $\pi(-\sqrt2/2)^2=\pi/2>1$: an even power hides the negative radius.

## The limit of large radius

For $R>0$ and $R\ge\sqrt d/2$, dividing by $R^d$ gives
$$V\left(1-\frac{\sqrt d}{2R}\right)^d\le\frac{N(R)}{R^d}\le V\left(1+\frac{\sqrt d}{2R}\right)^d .$$
Both outer terms tend to $V$, and the count is squeezed between them. The filter `atTop` expresses $R\to\infty$, and `filter_upwards` restricts attention to radii large enough for the bounds.

```lean
/-- The number of integer vectors of length at most `R`, divided by `R ^ d`, tends to the
unit-ball volume as `R` grows. -/
theorem tendsto_latticeCount (d : ℕ) :
    Tendsto (fun R : ℝ => (latticeCount d R : ℝ) / R ^ d) atTop (𝓝 (unitBallVolume d)) := by
  have h0 : Tendsto (fun R : ℝ => √(d : ℝ) / 2 / R) atTop (𝓝 0) :=
    tendsto_const_nhds.div_atTop tendsto_id
  have hl := ((h0.const_sub 1).pow d).const_mul (unitBallVolume d)
  have hu := ((h0.const_add 1).pow d).const_mul (unitBallVolume d)
  rw [sub_zero, one_pow, mul_one] at hl
  rw [add_zero, one_pow, mul_one] at hu
  -- squeeze between the two ball volumes
  refine tendsto_of_tendsto_of_tendsto_of_le_of_le' hl hu ?_ ?_
  · filter_upwards [eventually_gt_atTop 0, eventually_ge_atTop (√(d : ℝ) / 2)] with R hR hRc
    have h := (latticeCount_bounds d hRc).1
    have e : 1 - √(d : ℝ) / 2 / R = (R - √(d : ℝ) / 2) / R := by
      rw [sub_div, div_self hR.ne']
    rw [e, div_pow, ← mul_div_assoc]
    gcongr
  · filter_upwards [eventually_gt_atTop 0, eventually_ge_atTop (√(d : ℝ) / 2)] with R hR hRc
    have h := (latticeCount_bounds d hRc).2
    have e : 1 + √(d : ℝ) / 2 / R = (R + √(d : ℝ) / 2) / R := by
      rw [add_div, div_self hR.ne']
    rw [e, div_pow, ← mul_div_assoc]
    gcongr
```

## Plane waves per box volume

Fix $k>0$ and let the box grow. For $L>0$,
$$\left|\frac{2\pi n}{L}\right|\le k\iff|n|\le\frac{kL}{2\pi},$$
so the number of plane waves is $N(R)$ with $R=kL/2\pi$. Hence
$$\frac{N(R)}{L^d}=\left(\frac{k}{2\pi}\right)^d\frac{N(R)}{R^d}\longrightarrow V\left(\frac{k}{2\pi}\right)^d .$$
The equality of counts is `hc`; the limit is the previous theorem composed with $L\mapsto kL/2\pi$.

```lean
/-- As the side `L` of the box grows, the number of plane waves with wavevector of length at most
`k`, per volume of the box, tends to `V (k / 2π) ^ d`. -/
theorem tendsto_planeWaveCount (d : ℕ) {k : ℝ} (hk : 0 < k) :
    Tendsto (fun L : ℝ => (planeWaveCount d L k : ℝ) / L ^ d) atTop
      (𝓝 (unitBallVolume d * (k / (2 * π)) ^ d)) := by
  have ha : 0 < k / (2 * π) := by positivity
  have h := ((tendsto_latticeCount d).comp
    (tendsto_id.const_mul_atTop ha)).const_mul ((k / (2 * π)) ^ d)
  rw [mul_comm (unitBallVolume d)]
  refine h.congr' ?_
  filter_upwards [eventually_gt_atTop 0] with L hL
  -- in units of `2π/L` the Fermi radius is `k L / 2π`
  have hc : planeWaveCount d L k = latticeCount d (k / (2 * π) * L) := by
    unfold planeWaveCount latticeCount
    congr 1
    ext n
    have hq : 0 < L / (2 * π) := by positivity
    have e : 2 * π / L * len (latticeVec n) = len (latticeVec n) / (L / (2 * π)) := by
      field_simp
    show len ((2 * π / L) • latticeVec n) ≤ k ↔ len (latticeVec n) ≤ k / (2 * π) * L
    rw [len_smul (by positivity), e, div_le_iff₀ hq,
      show k * (L / (2 * π)) = k / (2 * π) * L by ring]
  rw [hc]
  show (k / (2 * π)) ^ d * ((latticeCount d (k / (2 * π) * L) : ℝ) / (k / (2 * π) * L) ^ d) = _
  rw [mul_pow, ← mul_div_assoc, mul_div_mul_left _ _ (pow_pos ha d).ne']
```

In three dimensions, Mathlib's volume formula for balls of $p$-norms, taken at $p=2$, gives
$$V=\frac{(2\,\Gamma(3/2))^3}{\Gamma(5/2)}=\frac{(\sqrt\pi)^3}{3\sqrt\pi/4}=\frac{4\pi}{3},$$
and so
$$\frac{4\pi}{3}\cdot\frac{k^3}{8\pi^3}=\frac{k^3}{6\pi^2}.$$
Filling each of these states with one electron of each spin doubles this to the familiar density $k^3/(3\pi^2)$. The theorem itself concerns only the number of wavevectors; energies and interactions do not enter it.

```lean
/-- In three dimensions the number of plane waves with wavevector of length at most `k`, per volume
of the box, tends to `k³ / (6π²)` as the side `L` of the box grows. -/
theorem tendsto_planeWaveCount_three {k : ℝ} (hk : 0 < k) :
    Tendsto (fun L : ℝ => (planeWaveCount 3 L k : ℝ) / L ^ 3) atTop
      (𝓝 (k ^ 3 / (6 * π ^ 2))) := by
  -- the unit ball has volume `4π/3`
  have hV : unitBallVolume 3 = 4 * π / 3 := by
    have h := MeasureTheory.volume_sum_rpow_le (ι := Fin 3) (p := 2) (hp := one_le_two) (r := 1)
    have hs : fermiBall 3 1 =
        {x : Fin 3 → ℝ | (∑ i, |x i| ^ (2 : ℝ)) ^ (1 / (2 : ℝ)) ≤ 1} := by
      ext x
      simp only [fermiBall, len, Set.mem_ofPred_eq, Real.sqrt_eq_rpow, Real.rpow_two, sq_abs]
    have g1 : Real.Gamma (1 / 2 + 1) = √π / 2 := by
      rw [Real.Gamma_add_one (by norm_num), Real.Gamma_one_half_eq]
      ring
    have g2 : Real.Gamma (3 / 2 + 1) = 3 * √π / 4 := by
      rw [Real.Gamma_add_one (by norm_num), show (3 / 2 : ℝ) = 1 / 2 + 1 by norm_num, g1]
      ring
    have hv : (2 * (√π / 2)) ^ 3 / (3 * √π / 4) = 4 * π / 3 := by
      have hpos : 0 < √π := Real.sqrt_pos.2 Real.pi_pos
      have hsq : √π ^ 2 = π := Real.sq_sqrt Real.pi_pos.le
      rw [div_eq_iff (by positivity)]
      linear_combination √π * hsq
    rw [unitBallVolume, hs, h]
    simp only [Fintype.card_fin, Nat.cast_ofNat, g1, g2, ENNReal.ofReal_one, one_pow, one_mul]
    rw [hv, ENNReal.toReal_ofReal (by positivity)]
  have h := tendsto_planeWaveCount 3 hk
  have e : 4 * π / 3 * (k / (2 * π)) ^ 3 = k ^ 3 / (6 * π ^ 2) := by
    have hpi : π ≠ 0 := Real.pi_ne_zero
    rw [div_pow, div_mul_div_comm, div_eq_div_iff (by positivity) (by positivity)]
    ring
  rwa [hV, e] at h

end

end FermiSphereCount
```

```lean
#print axioms FermiSphereCount.tendsto_planeWaveCount_three
-- 'FermiSphereCount.tendsto_planeWaveCount_three' depends on axioms: [propext, Classical.choice, Quot.sound]
```
